# Conjugating (w/2)σz by exp(i t σx) gives (w/2)(cos 2t σz + sin 2t σy)

The model is a single two-level system with 2×2 complex matrices as operators, bare Hamiltonian (w/2)σz, and gauge factor exp(i t σx) for a static vector potential of real strength t. The failing theorem `gaugeHam_eq` states that for all real w and t, exp(i t σx) (w/2)σz exp(−i t σx) = (w/2)(cos 2t σz + sin 2t σy), so the Hamiltonian's axis is rotated within the y–z plane by an angle 2t. The attempt replaces both exponentials by the closed form cos t + i sin t σx from `gaugeU_eq`, expands the double angles, and generalises cos t, sin t and w/2 to real variables `c`, `s`, `h`. It then compares real and imaginary parts of the four entries with `simp` and `ring`.

As first written in Lean, the proof fails:

```lean
import Mathlib

open Matrix Complex

namespace TwoLevelGauge

noncomputable section

/-- Operators on the two-level system. -/
abbrev Op := Matrix (Fin 2) (Fin 2) ℂ

/-- The Pauli matrix `σx`. -/
def σx : Op := !![0, 1; 1, 0]

/-- The Pauli matrix `σy`. -/
def σy : Op := !![0, -I; I, 0]

/-- The Pauli matrix `σz`. -/
def σz : Op := !![1, 0; 0, -1]

/-- The bare two-level Hamiltonian `(w/2) σz`. -/
def bareHam (w : ℝ) : Op := ((w / 2 : ℝ) : ℂ) • σz

/-- The gauge factor `exp(i t σx)` of a static vector potential of strength `t`. -/
def gaugeU (t : ℝ) : Op := NormedSpace.exp ((I * (t : ℂ)) • σx)

/-- The consistently transformed Hamiltonian `exp(i t σx) (w/2) σz exp(-i t σx)`. -/
def gaugeHam (w t : ℝ) : Op := gaugeU t * bareHam w * gaugeU (-t)

/-- The gauge factor in closed form: `exp(i t σx) = cos t + i sin t σx`. -/
theorem gaugeU_eq (t : ℝ) :
    gaugeU t = (Real.cos t : ℂ) • (1 : Op) + (I * (Real.sin t : ℂ)) • σx := by
  have hP : (!![1, 1; 1, -1] : Op)⁻¹ = !![1 / 2, 1 / 2; 1 / 2, -1 / 2] := by
    apply Matrix.inv_eq_right_inv
    ext i j
    fin_cases i <;> fin_cases j <;> simp [Matrix.mul_apply, Fin.sum_univ_succ] <;> norm_num
  have hU : IsUnit (!![1, 1; 1, -1] : Op) := by
    rw [Matrix.isUnit_iff_isUnit_det, isUnit_iff_ne_zero, Matrix.det_fin_two_of]
    norm_num
  have hd : ∀ a b : ℂ, diagonal ![a, b] = !![a, 0; 0, b] := by
    intro a b
    ext i j
    fin_cases i <;> fin_cases j <;> simp
  -- diagonalise the generator in the eigenbasis of `σx`
  have hdiag : (I * (t : ℂ)) • σx = (!![1, 1; 1, -1] : Op) *
      diagonal ![(t : ℂ) * I, -(t : ℂ) * I] * (!![1, 1; 1, -1] : Op)⁻¹ := by
    rw [hP, hd]
    ext i j
    fin_cases i <;> fin_cases j <;> simp [σx, Matrix.mul_apply, Fin.sum_univ_succ] <;> ring
  -- Euler's formula on each eigenvalue
  have hv : NormedSpace.exp ![(t : ℂ) * I, -(t : ℂ) * I] =
      ![Complex.cos t + Complex.sin t * I, Complex.cos t + -Complex.sin t * I] := by
    have e1 := Complex.exp_mul_I (t : ℂ)
    have e2 := Complex.exp_mul_I (-(t : ℂ))
    rw [Complex.cos_neg, Complex.sin_neg] at e2
    funext i
    rw [Pi.coe_exp, ← Complex.exp_eq_exp_ℂ]
    fin_cases i
    · exact e1
    · exact e2
  rw [gaugeU, hdiag, Matrix.exp_conj _ _ hU, Matrix.exp_diagonal, hv, hP, hd]
  ext i j
  fin_cases i <;> fin_cases j <;> simp [σx, Matrix.mul_apply, Fin.sum_univ_succ] <;> ring

/-- The transformed Hamiltonian equals `(w/2)(cos 2t σz + sin 2t σy)`. -/
theorem gaugeHam_eq (w t : ℝ) :
    gaugeHam w t = ((w / 2 : ℝ) : ℂ) •
      ((Real.cos (2 * t) : ℂ) • σz + (Real.sin (2 * t) : ℂ) • σy) := by
  rw [gaugeHam, bareHam, gaugeU_eq t, gaugeU_eq (-t), Real.cos_neg, Real.sin_neg,
    Real.cos_two_mul', Real.sin_two_mul]
  generalize Real.cos t = c
  generalize Real.sin t = s
  generalize w / 2 = h
  ext i j
  fin_cases i <;> fin_cases j <;> apply Complex.ext <;>
    simp [σx, σy, σz, Matrix.mul_apply, Fin.sum_univ_succ, pow_two] <;> ring

end

end TwoLevelGauge
```

Messages:

```
Try this:
  [apply] ring_nf
  
  The `ring` tactic failed to close the goal. Use `ring_nf` to obtain a normal form.
    
  Note that `ring` works primarily in *commutative* rings. If you have a noncommutative ring, abelian group or module, consider using `noncomm_ring`, `abel` or `module` instead.
Try this:
  [apply] ring_nf
  
  The `ring` tactic failed to close the goal. Use `ring_nf` to obtain a normal form.
    
  Note that `ring` works primarily in *commutative* rings. If you have a noncommutative ring, abelian group or module, consider using `noncomm_ring`, `abel` or `module` instead.
Try this:
  [apply] ring_nf
  
  The `ring` tactic failed to close the goal. Use `ring_nf` to obtain a normal form.
    
  Note that `ring` works primarily in *commutative* rings. If you have a noncommutative ring, abelian group or module, consider using `noncomm_ring`, `abel` or `module` instead.
Try this:
  [apply] ring_nf
  
  The `ring` tactic failed to close the goal. Use `ring_nf` to obtain a normal form.
    
  Note that `ring` works primarily in *commutative* rings. If you have a noncommutative ring, abelian group or module, consider using `noncomm_ring`, `abel` or `module` instead.
Try this:
  [apply] ring_nf
  
  The `ring` tactic failed to close the goal. Use `ring_nf` to obtain a normal form.
    
  Note that `ring` works primarily in *commutative* rings. If you have a noncommutative ring, abelian group or module, consider using `noncomm_ring`, `abel` or `module` instead.
Try this:
  [apply] ring_nf
  
  The `ring` tactic failed to close the goal. Use `ring_nf` to obtain a normal form.
    
  Note that `ring` works primarily in *commutative* rings. If you have a noncommutative ring, abelian group or module, consider using `noncomm_ring`, `abel` or `module` instead.
Main.lean:68:69: error: unsolved goals
case «0».«1».a
w t c s h : ℝ
⊢ (s = 0 ∨ h = 0) ∨ c = 0 ∨ (1 (Fin.succ 0) 1).im = 0

case «0».«1».a
w t c s h : ℝ
⊢ -(c * h * s) - c * h * s * (1 (Fin.succ 0) 1).re = -(c * h * s * 2)

case «1».«0».a
w t c s h : ℝ
⊢ ((c = 0 ∨ (1 1 (Fin.succ 0)).im = 0) ∨ h = 0) ∨ s = 0

case «1».«0».a
w t c s h : ℝ
⊢ s * h * c + s * h * c * (1 1 (Fin.succ 0)).re = s * h * c * 2

case «1».«1».a
w t c s h : ℝ
⊢ s ^ 2 * h + h * c ^ 2 * (1 1 (Fin.succ 0)).im * (1 (Fin.succ 0) 1).im -
      h * c ^ 2 * (1 1 (Fin.succ 0)).re * (1 (Fin.succ 0) 1).re =
    s ^ 2 * h - h * c ^ 2

case «1».«1».a
w t c s h : ℝ
⊢ -(c ^ 2 * (1 1 (Fin.succ 0)).im * h * (1 (Fin.succ 0) 1).re) -
      c ^ 2 * h * (1 1 (Fin.succ 0)).re * (1 (Fin.succ 0) 1).im =
    0
```

All six unsolved goals contain `1 (Fin.succ 0) 1` or `1 1 (Fin.succ 0)`. These are the lower diagonal entry of the identity matrix from `gaugeU_eq`, with one index written `Fin.succ 0` and the other `1`. The form `Fin.succ 0` comes from expanding the matrix-product sums with `Fin.sum_univ_succ`, and `simp` left these entries unevaluated. `ring` treats their `.re` and `.im` as unknowns, so the four equations, which need the values 1 and 0, are not ring identities. In the other two goals `simp` had split a vanishing product into a disjunction, which `ring` cannot prove. The six `ring_nf` suggestions report these failures of `ring`; noncommutativity is not the issue, as the goals are over ℝ.

`rw [Matrix.one_fin_two]` replaces the identity by the literal `!![1, 0; 0, 1]` before `ext`, so its entries evaluate like those of the Pauli matrices. `Fin.sum_univ_two` expands each sum as `f 0 + f 1`, so the index `Fin.succ 0` is not introduced. What `simp` leaves then involves only `c`, `s`, `h`, and `ring` closes it. Both changes address the same stuck entry; the messages do not show whether one alone would suffice.

The mended proof, as a diff:

```diff
@@ -72,7 +72,8 @@
   generalize Real.sin t = s
   generalize w / 2 = h
+  rw [Matrix.one_fin_two]
   ext i j
   fin_cases i <;> fin_cases j <;> apply Complex.ext <;>
-    simp [σx, σy, σz, Matrix.mul_apply, Fin.sum_univ_succ, pow_two] <;> ring
+    simp [σx, σy, σz, Matrix.mul_apply, Fin.sum_univ_two, pow_two] <;> ring
 
 end
```
